# For connected leads with balanced transmissions, currents that add to zero fix the voltages up to a common shift

In a current-biased transport measurement on a conductor with several leads, the current through each lead is imposed, with zero current at ideal voltage probes, and the voltages are the unknowns. The linear Landauer-Büttiker equations relate the two. If the transmissions in them are nonnegative with equal row and column sums, and every lead reaches every other along steps of positive transmission, then suitable voltages exist exactly when the imposed currents add to zero, and they are unique up to a common shift.

```lean
import Mathlib

open Relation

namespace MultiterminalSolvability

variable {ι : Type*} [Fintype ι] {T : ι → ι → ℝ}

/-- The current at lead `p` for transmissions `T` and lead voltages `V`, in units of the
conductance quantum: the sum over `q` of `T p q * (V p - V q)`. -/
def current (T : ι → ι → ℝ) (V : ι → ℝ) (p : ι) : ℝ :=
  ∑ q, T p q * (V p - V q)

/-- Every lead reaches every other lead along steps with positive transmission. -/
def Connected {ι : Type*} (T : ι → ι → ℝ) : Prop :=
  ∀ p q, ReflTransGen (fun a b => 0 < T a b) p q

/-- If the row and column sums of the transmissions agree at each lead, the lead currents
add to zero. -/
theorem sum_current (hbal : ∀ p, ∑ q, T p q = ∑ q, T q p) (V : ι → ℝ) :
    ∑ p, current T V p = 0 := by
  unfold current
  simp only [mul_sub, Finset.sum_sub_distrib]
  rw [sub_eq_zero]
  calc ∑ p, ∑ q, T p q * V p = ∑ p, (∑ q, T p q) * V p := by
        simp only [Finset.sum_mul]
    _ = ∑ p, (∑ q, T q p) * V p :=
        Finset.sum_congr rfl fun p _ => by rw [hbal p]
    _ = ∑ p, ∑ q, T q p * V p := by simp only [Finset.sum_mul]
    _ = ∑ p, ∑ q, T p q * V q := Finset.sum_comm

/-- For nonnegative transmissions on a connected set of leads, vanishing currents at all
leads force all voltages to be equal. -/
theorem voltage_const_of_current_zero (hT : ∀ p q, 0 ≤ T p q) (hconn : Connected T)
    (V : ι → ℝ) (h : ∀ p, current T V p = 0) (p q : ι) : V p = V q := by
  have : Nonempty ι := ⟨p⟩
  -- start from a lead of highest voltage and follow the positive steps
  obtain ⟨m, hm⟩ := Finite.exists_max V
  have key : ∀ r, ReflTransGen (fun a b => 0 < T a b) m r → V r = V m := by
    intro r hr
    induction hr with
    | refl => rfl
    | @tail b c _ hbc ih =>
      have hpos : 0 < T b c := hbc
      have hb : ∑ q, T b q * (V b - V q) = 0 := h b
      have hn : ∀ q ∈ Finset.univ, 0 ≤ T b q * (V b - V q) := fun q _ =>
        mul_nonneg (hT b q) (by linarith [hm q])
      have hz : T b c * (V b - V c) = 0 :=
        (Finset.sum_eq_zero_iff_of_nonneg hn).1 hb c (Finset.mem_univ c)
      rcases mul_eq_zero.1 hz with h0 | h0 <;> linarith
  rw [key p (hconn m p), key q (hconn m q)]

/-- For nonnegative transmissions on a connected set of leads, two sets of voltages give the
same currents exactly when they differ by a common shift. -/
theorem current_eq_iff (hT : ∀ p q, 0 ≤ T p q) (hconn : Connected T) (V W : ι → ℝ) :
    current T V = current T W ↔ ∃ c, ∀ p, V p = W p + c := by
  constructor
  · intro h
    -- the voltage difference drives no current
    have hz : ∀ p, current T (fun r => V r - W r) p = 0 := by
      intro p
      have hp := congrFun h p
      unfold current at hp ⊢
      rw [← sub_eq_zero, ← Finset.sum_sub_distrib] at hp
      refine Eq.trans (Finset.sum_congr rfl fun q _ => ?_) hp
      change T p q * ((V p - W p) - (V q - W q))
        = T p q * (V p - V q) - T p q * (W p - W q)
      ring
    rcases isEmpty_or_nonempty ι with hι | ⟨⟨g⟩⟩
    · exact ⟨0, fun p => isEmptyElim p⟩
    · refine ⟨V g - W g, fun p => ?_⟩
      have hpg : V p - W p = V g - W g :=
        voltage_const_of_current_zero hT hconn _ hz p g
      linarith
  · rintro ⟨c, hc⟩
    funext p
    unfold current
    refine Finset.sum_congr rfl fun q _ => ?_
    rw [hc p, hc q]
    ring

/-- For nonnegative transmissions with equal row and column sums on a connected set of leads,
any prescribed currents that add to zero are produced by some voltages. -/
theorem exists_voltage (hT : ∀ p q, 0 ≤ T p q) (hbal : ∀ p, ∑ q, T p q = ∑ q, T q p)
    (hconn : Connected T) (I : ι → ℝ) (hI : ∑ p, I p = 0) :
    ∃ V, current T V = I := by
  rcases isEmpty_or_nonempty ι with hι | hι
  · exact ⟨0, funext fun p => isEmptyElim p⟩
  have hcard : (Fintype.card ι : ℝ) ≠ 0 := Nat.cast_ne_zero.2 Fintype.card_ne_zero
  -- adding the total voltage to each current removes the freedom of a common shift
  let L : (ι → ℝ) →ₗ[ℝ] (ι → ℝ) :=
    { toFun := fun V p => current T V p + ∑ q, V q
      map_add' := by
        intro V W
        funext p
        simp only [current, Pi.add_apply, Finset.sum_add_distrib, add_sub_add_comm, mul_add]
        ring
      map_smul' := by
        intro c V
        funext p
        simp only [current, Pi.smul_apply, smul_eq_mul, RingHom.id_apply, mul_add,
          Finset.mul_sum]
        congr 1
        exact Finset.sum_congr rfl fun q _ => by ring }
  have hsum : ∀ V : ι → ℝ, ∑ p, (current T V p + ∑ q, V q) = 0 → ∑ q, V q = 0 := by
    intro V h
    rw [Finset.sum_add_distrib, sum_current hbal, zero_add, Finset.sum_const,
      Finset.card_univ, nsmul_eq_mul] at h
    exact (mul_eq_zero.1 h).resolve_left hcard
  have hinj : Function.Injective L := by
    rw [injective_iff_map_eq_zero]
    intro V hV
    have hp : ∀ p, current T V p + ∑ q, V q = 0 := fun p => congrFun hV p
    have hs := hsum V (Finset.sum_eq_zero fun p _ => hp p)
    have hc := voltage_const_of_current_zero hT hconn V (fun p => by linarith [hp p])
    funext p
    rw [Finset.sum_congr rfl (fun q _ => hc q p), Finset.sum_const, Finset.card_univ,
      nsmul_eq_mul] at hs
    exact (mul_eq_zero.1 hs).resolve_left hcard
  -- in finite dimension an injective endomorphism is surjective
  obtain ⟨V, hV⟩ := LinearMap.injective_iff_surjective.1 hinj I
  have hp : ∀ p, current T V p + ∑ q, V q = I p := fun p => congrFun hV p
  have hs := hsum V ((Finset.sum_congr rfl fun p _ => hp p).trans hI)
  exact ⟨V, funext fun p => by linarith [hp p]⟩

/-- Solvability of the multi-terminal problem: for nonnegative transmissions with equal row and
column sums on a connected set of leads, voltages producing the currents `I` exist exactly when
`I` adds to zero, and the solutions are one solution plus an arbitrary common shift. -/
theorem multiterminal_solvability (hT : ∀ p q, 0 ≤ T p q)
    (hbal : ∀ p, ∑ q, T p q = ∑ q, T q p) (hconn : Connected T) (I : ι → ℝ) :
    ((∃ V, current T V = I) ↔ ∑ p, I p = 0) ∧
      ∀ V W, current T V = I → (current T W = I ↔ ∃ c, ∀ p, W p = V p + c) := by
  refine ⟨⟨?_, exists_voltage hT hbal hconn I⟩, ?_⟩
  · rintro ⟨V, rfl⟩
    exact sum_current hbal V
  · rintro V W rfl
    exact current_eq_iff hT hconn W V

/-- For nonnegative transmissions with equal row and column sums on a connected set of leads,
currents that add to zero and the voltage `v₀` of one reference lead `g` determine exactly one set
of voltages. -/
theorem existsUnique_voltage_of_reference (hT : ∀ p q, 0 ≤ T p q)
    (hbal : ∀ p, ∑ q, T p q = ∑ q, T q p) (hconn : Connected T) (I : ι → ℝ)
    (hI : ∑ p, I p = 0) (g : ι) (v₀ : ℝ) :
    ∃! V : ι → ℝ, V g = v₀ ∧ current T V = I := by
  obtain ⟨V, hV⟩ := exists_voltage hT hbal hconn I hI
  refine ⟨fun p => V p + (v₀ - V g), ⟨?_, ?_⟩, ?_⟩
  · change V g + (v₀ - V g) = v₀
    ring
  · exact ((current_eq_iff hT hconn _ V).2 ⟨v₀ - V g, fun _ => rfl⟩).trans hV
  · rintro W ⟨hg, hW⟩
    obtain ⟨c, hc⟩ := (current_eq_iff hT hconn W V).1 (hW.trans hV.symm)
    funext p
    linarith [hc p, hc g]

/-- Converse: for nonnegative transmissions with equal row and column sums, if the currents fix
the voltages up to a common shift, then every lead reaches every other. -/
theorem connected_of_unique (hT : ∀ p q, 0 ≤ T p q)
    (hbal : ∀ p, ∑ q, T p q = ∑ q, T q p)
    (huniq : ∀ V W, current T V = current T W → ∃ c, ∀ p, V p = W p + c) :
    Connected T := by
  classical
  intro p q
  by_contra hq
  -- unit voltage on the leads reachable from `p`, zero on the others
  let V : ι → ℝ := fun r => if ReflTransGen (fun a b => 0 < T a b) p r then 1 else 0
  have h1 : ∀ r, ReflTransGen (fun a b => 0 < T a b) p r → V r = 1 := fun r h => if_pos h
  have h0 : ∀ r, ¬ ReflTransGen (fun a b => 0 < T a b) p r → V r = 0 := fun r h => if_neg h
  have hle : ∀ a, current T V a ≤ 0 := by
    intro a
    unfold current
    refine Finset.sum_nonpos fun b _ => ?_
    by_cases ha : ReflTransGen (fun a b => 0 < T a b) p a
    · by_cases hb : ReflTransGen (fun a b => 0 < T a b) p b
      · rw [h1 a ha, h1 b hb, sub_self, mul_zero]
      · have hab : T a b = 0 :=
          le_antisymm (not_lt.1 fun h => hb (ha.tail h)) (hT a b)
        rw [hab, zero_mul]
    · by_cases hb : ReflTransGen (fun a b => 0 < T a b) p b
      · rw [h0 a ha, h1 b hb]
        linarith [hT a b]
      · rw [h0 a ha, h0 b hb, sub_self, mul_zero]
  -- the currents are nonpositive and add to zero, so each vanishes
  have hz : ∀ a, current T V a = 0 := fun a =>
    (Finset.sum_eq_zero_iff_of_nonpos (fun a _ => hle a)).1 (sum_current hbal V) a
      (Finset.mem_univ a)
  obtain ⟨c, hc⟩ := huniq V (fun _ => 0)
    (funext fun a => (hz a).trans (by simp [current]))
  have hp : V p = 0 + c := hc p
  have hq' : V q = 0 + c := hc q
  linarith [h1 p ReflTransGen.refl, h0 q hq]

/-- Transmissions of a three-lead circulator: `T p q` is one if `q` follows `p` cyclically,
and zero otherwise. -/
def circulator (p q : Fin 3) : ℝ := if q = p + 1 then 1 else 0

/-- The three-lead circulator has nonnegative transmissions with equal row and column sums,
and every lead reaches every other. -/
theorem circulator_witness :
    (∀ p q, 0 ≤ circulator p q) ∧
      (∀ p, ∑ q, circulator p q = ∑ q, circulator q p) ∧ Connected circulator := by
  refine ⟨fun p q => ?_, fun p => ?_, ?_⟩
  · unfold circulator
    split_ifs <;> norm_num
  · have e : ∀ p q : Fin 3, p = q + 1 ↔ q = p + 2 := by decide
    have hrow : ∑ q, circulator p q = 1 := by simp [circulator]
    have hcol : ∑ q, circulator q p = 1 := by
      simp only [circulator, e p]
      simp
    rw [hrow, hcol]
  · have s : ∀ p, 0 < circulator p (p + 1) := fun p => by simp [circulator]
    have h : ∀ p q : Fin 3, q = p ∨ q = p + 1 ∨ q = p + 1 + 1 := by decide
    intro p q
    rcases h p q with h | h | h
    · rw [h]
    · rw [h]
      exact ReflTransGen.single (s p)
    · rw [h]
      exact ReflTransGen.tail (ReflTransGen.single (s p)) (s (p + 1))

end MultiterminalSolvability
```

```lean
#print axioms MultiterminalSolvability.voltage_const_of_current_zero
#print axioms MultiterminalSolvability.multiterminal_solvability
#print axioms MultiterminalSolvability.existsUnique_voltage_of_reference
#print axioms MultiterminalSolvability.connected_of_unique
```

```
'MultiterminalSolvability.voltage_const_of_current_zero' depends on axioms: [propext, Classical.choice, Quot.sound]
'MultiterminalSolvability.multiterminal_solvability' depends on axioms: [propext, Classical.choice, Quot.sound]
'MultiterminalSolvability.existsUnique_voltage_of_reference' depends on axioms: [propext, Classical.choice, Quot.sound]
'MultiterminalSolvability.connected_of_unique' depends on axioms: [propext, Classical.choice, Quot.sound]
```

## The linear-response equations and their Lean form

Let \(V_p\) be the voltage of lead \(p\), \(I_p\) the current flowing from that lead into the conductor, and \(T_{pq}\) the total transmission into lead \(p\) from lead \(q\), summed over channels. In units of the conductance quantum, the Landauer-Büttiker equations are

\[
I_p=\sum_q T_{pq}(V_p-V_q).
\]

The conductance quantum is \(2e^2/h\) if spin-degenerate channels are counted once, and \(e^2/h\) if each spin is counted separately. The leads form the finite type `ι`, the transmissions are a real function `T` of two leads, and `current T V p` is the right-hand side. A diagonal entry \(T_{pp}\) multiplies \(V_p-V_p=0\), so its value has no effect on the currents.

The main theorem, `multiterminal_solvability`, has three hypotheses:

- `hT` says that \(T_{pq}\ge 0\), as a transmission must be.
- `hbal` says that \(\sum_q T_{pq}=\sum_q T_{qp}\) at each lead. For a unitary scattering matrix, with reflection included on the diagonal, both sums equal the number of channels in lead \(p\). In the equations above, this condition makes the currents add to zero for any voltages; equal voltages give zero current with or without it.
- `hconn` says that `Connected T` holds: from any lead one can get to any other by finitely many steps \(a\to b\) with \(T_{ab}>0\). These steps are directed, and with the convention above they run against the motion of the carriers. `ReflTransGen` also allows a path with no steps, so a single lead counts as connected.

The conclusion has two parts. Some `V` satisfies `current T V = I` if and only if \(\sum_p I_p=0\). Moreover, if \(V\) is a solution, then \(W\) is a solution exactly when \(W_p=V_p+c\) for all \(p\), with one real number \(c\).

Reciprocity, \(T_{pq}=T_{qp}\), is not assumed, so a magnetic field is allowed. The sum rule is a hypothesis here, not derived from a scattering matrix. The step to a real device is to identify `T` with transmissions computed from a unitary scattering matrix and to accept the linear equations for its currents, as one does for coherent, non-interacting carriers at small bias.

## Currents add to zero

Expand the double sum and exchange the names \(p\) and \(q\) in its second part:

\[
\sum_p I_p=\sum_{p,q}T_{pq}V_p-\sum_{p,q}T_{pq}V_q
=\sum_p V_p\Big(\sum_q T_{pq}-\sum_q T_{qp}\Big)=0.
\]

This is `sum_current`. Its `calc` block replaces the row sum by the column sum through `hbal`, and `Finset.sum_comm` exchanges the order of summation. It gives one direction of the solvability criterion: currents that come from voltages must add to zero.

## Zero currents mean equal voltages

Suppose all currents vanish, and let \(m\) be a lead of highest voltage. If a lead \(b\) also has \(V_b=V_m\), then

\[
0=\sum_q T_{bq}(V_b-V_q)
\]

is a sum of nonnegative terms, so every term is zero. For a step with \(T_{bc}>0\) this gives \(V_c=V_b=V_m\). Every lead can be reached from \(m\) by such steps, so all voltages are equal.

In `voltage_const_of_current_zero`, `Finite.exists_max` supplies \(m\), and the induction on `hr` follows the path one step at a time. The lemma `Finset.sum_eq_zero_iff_of_nonneg` turns the vanishing sum into vanishing terms. The sum rule is not used.

Now let \(V\) and \(W\) give the same currents. The equations are linear, so \(V-W\) gives zero current everywhere and is therefore constant. Conversely, a common shift cancels from every difference \(V_p-V_q\). These are the two directions of `current_eq_iff`, which treats the case of no leads separately because there is then no lead at which to read off the constant.

## Voltages exist for every balanced set of currents

Because of the common shift, the map from voltages to currents is not invertible when there is at least one lead. Let \(N\ge 1\) be the number of leads, write \(S(V)=\sum_q V_q\), and add this total to every current:

\[
(LV)_p=\sum_q T_{pq}(V_p-V_q)+S(V).
\]

Since the currents add to zero, summing over \(p\) gives

\[
\sum_p (LV)_p=N\,S(V).
\]

If \(LV=0\), then \(S(V)=0\), so the currents themselves vanish and all voltages equal some \(v\). Then \(Nv=S(V)=0\), hence \(v=0\). So \(L\) is injective, and an injective linear map from a finite-dimensional space to itself is surjective.

Given \(I\) with \(\sum_p I_p=0\), choose \(V\) with \(LV=I\). The summed equation gives \(N\,S(V)=0\), so the added term is zero and \(V\) solves the original equations.

In `exists_voltage`, the fields `map_add'` and `map_smul'` check that `L` is linear. The auxiliary fact `hsum` says that \(S(V)=0\) whenever the components of \(LV\) add to zero. It is used twice, once for injectivity in `hinj` and once to remove the added term at the end. Surjectivity comes from `LinearMap.injective_iff_surjective`. With no leads, the empty set of voltages is a solution. The main theorem combines this result with `sum_current` and `current_eq_iff`.

## Grounding one lead

A linear-response simulation of non-interacting carriers commonly sets one lead to a chosen voltage before solving for the others. `existsUnique_voltage_of_reference` shows that this is enough under the stated hypotheses: for currents that add to zero, a reference lead \(g\) and a value \(v_0\), exactly one \(V\) has \(V_g=v_0\) and produces the currents.

To obtain it, take any solution \(V\) and use \(V_p+(v_0-V_g)\). Any other solution differs from \(V\) by a constant \(c\), and the condition at \(g\) forces \(c=v_0-V_g\).

## Uniqueness requires connected leads

Keep nonnegativity and the sum rule, and suppose that equal currents always imply voltages equal up to a shift. Then the leads are connected, as `connected_of_unique` states.

Suppose instead that \(q\) cannot be reached from \(p\). Let \(R\) be the set of leads reachable from \(p\), and put \(V=1\) on \(R\) and \(V=0\) elsewhere. For \(a\) in \(R\) and \(b\) outside it, \(T_{ab}=0\), since otherwise \(b\) would be reachable. So the current at \(a\) vanishes. For \(a\) outside \(R\),

\[
I_a=-\sum_{b\in R}T_{ab}\le 0.
\]

All currents are therefore nonpositive, and they add to zero, so each one vanishes. Thus \(V\) gives the same currents as zero voltage everywhere, and by assumption it must be constant. But \(V_p=1\) and \(V_q=0\), a contradiction. In Lean, the case distinctions on `ha` and `hb` establish the sign of each term, and `hz` draws the conclusion that every current is zero.

## A non-reciprocal example

The `circulator` has leads 0, 1, 2 and \(T_{01}=T_{12}=T_{20}=1\), with all other entries zero; addition in `Fin 3` is cyclic. It is not reciprocal, since \(T_{10}=0\). `circulator_witness` verifies the three hypotheses: the entries are nonnegative, each row and column sums to one, and at most two steps lead from any lead to any other.

The equations are

\[
I_0=V_0-V_1,\qquad I_1=V_1-V_2,\qquad I_2=V_2-V_0.
\]

Once \(V_0\) is chosen, the first two give \(V_1=V_0-I_0\) and \(V_2=V_0-I_0-I_1\). The third then reads \(I_2=-I_0-I_1\), which is the condition that the currents add to zero.
